# The magnetic localization formula in a complex algebra

Let \(f_a\), \(\Pi_j\), \(g_{aj}\) and \(V\) be elements of a complex algebra, with finitely many indices \(a\) and \(j\), such that

\[
\sum_a f_a^2=1,\qquad [f_a,\Pi_j]=i\,g_{aj},\qquad [f_a,g_{aj}]=0,\qquad [f_a,V]=0 .
\]

Then the Hamiltonian \(H=\tfrac12\sum_j\Pi_j^2+V\) satisfies

\[
H=\sum_a f_aHf_a-\tfrac12\sum_{a,j}g_{aj}^2 .
\]

Nothing is assumed about the commutators \([\Pi_j,\Pi_k]\), which carry the magnetic field.

In the physical reading, \(\hbar\) and the mass are one, \(\Pi_j\) is a component of \(-i\nabla-\mathbf A\) with the charge absorbed in the vector potential \(\mathbf A\), and \(f_a\) is multiplication by a function concentrated in region \(a\). Then \(g_{aj}=\partial_jf_a\), and the last term subtracts the kinetic energy cost \(\tfrac12\sum_{a,j}g_{aj}^2\) of cutting space into regions. For electronic Hamiltonians with local potentials, the identity turns energy bounds for separate regions into a bound for the whole system.

## Derivation from the double commutator

Take one function \(f\) and one momentum \(\Pi\), with \([f,\Pi]=ig\) and \([f,g]=0\). The Leibniz rule gives

\[
[f,\Pi^2]=[f,\Pi]\,\Pi+\Pi\,[f,\Pi]=i(g\Pi+\Pi g).
\]

In the second commutator \(f\) passes through \(g\) and acts only on \(\Pi\):

\[
[f,[f,\Pi^2]]=i\bigl(g\,(ig)+(ig)\,g\bigr)=-2g^2 .
\]

Now add the components. Since \([f_a,V]=0\), the potential contributes nothing, and

\[
[f_a,[f_a,H]]=\tfrac12\sum_j(-2g_{aj}^2)=-\sum_jg_{aj}^2 .
\]

Each \(\Pi_j^2\) is treated separately, so two different momenta never have to be exchanged. Written out, the same double commutator is

\[
[f_a,[f_a,H]]=f_a^2H-2f_aHf_a+Hf_a^2 .
\]

Equate the two expressions and sum over \(a\). With \(F=\sum_af_a^2\),

\[
FH+HF=2\sum_af_aHf_a-\sum_{a,j}g_{aj}^2 .
\]

For \(F=1\) the left side is \(2H\), and halving gives the formula.

**A potential that does not commute with \(f\).** In the \(2\times2\) matrices take a single function \(f=\sigma_z\), a single momentum \(\Pi=0\), \(g=0\) and \(V=\sigma_x\). Every hypothesis holds except \([f,V]=0\). Here \(H=\sigma_x\), but \(fHf=\sigma_z\sigma_x\sigma_z=-\sigma_x\), so the formula fails. The same hypothesis generally fails for nonlocal pseudopotentials, which need not commute with multiplication by a function of position.

## Operators as elements of an algebra

In the Lean development `A` is any ring that is also an algebra over ℂ. The finite type `ι` labels the localization functions and `κ` the momentum components; `κ` may run over the coordinates of several particles.

```lean
import Mathlib

open Polynomial

namespace MagneticLocalization

noncomputable section

variable {A ι κ : Type*} [Ring A] [Algebra ℂ A] [Fintype ι] [Fintype κ]
```

The Hamiltonian is a definition, with `P j` standing for \(\Pi_j\).

```lean
/-- The Hamiltonian `∑ Π_j² / 2 + V` with kinetic momenta `P j` and potential `V`. -/
def hamiltonian (P : κ → A) (V : A) : A := (1 / 2 : ℂ) • ∑ j, P j * P j + V
```

The double commutator is also written out explicitly.

```lean
/-- The double commutator `[f, [f, T]]`. -/
def doubleComm (f T : A) : A := f * (f * T - T * f) - (f * T - T * f) * f
```

The four relations form a structure whose value is a proposition. The field `comm_momentum` fixes the sign and the factor \(i\) in the gradient. It restricts nothing by itself, because \(g_{aj}=-i[f_a,\Pi_j]\) always satisfies it. The restriction lies in `comm_gradient`, which holds for multiplication operators because they commute with each other.

```lean
/-- Localization functions `f a` whose squares sum to one, with gradients `g a j` defined by
`[f_a, Π_j] = i g_aj`; each `f a` commutes with its own gradients and with the potential. -/
structure IsMagneticPartition (f : ι → A) (P : κ → A) (g : ι → κ → A) (V : A) : Prop where
  sum_sq : ∑ a, f a * f a = 1
  comm_momentum : ∀ a j, f a * P j - P j * f a = Complex.I • g a j
  comm_gradient : ∀ a j, f a * g a j = g a j * f a
  comm_potential : ∀ a, f a * V = V * f a
```

There is no inner product or adjoint here, and products of operators are always defined. For unbounded operators on a Hilbert space, the identity therefore applies on a common domain that all the operators map into itself; extending it to larger domains needs analysis.

## The gradient term

The first lemma is the computation \([f,[f,\Pi^2]]=-2g^2\). The equation `key` is the Leibniz rule applied twice, checked by `noncomm_ring`, which expands products without exchanging factors. The equation `hc` says that \(f\) commutes with \(ig\), and `hsq` that \((ig)^2=-g^2\).

```lean
/-- The double commutator of a localization function with the square of one kinetic momentum
is minus twice the squared gradient. -/
theorem doubleComm_momentum_sq {f P g : A} (h : f * P - P * f = Complex.I • g)
    (hg : f * g = g * f) : doubleComm f (P * P) = (-2 : ℂ) • (g * g) := by
  -- Leibniz rule, applied twice
  have key : doubleComm f (P * P) =
      (f * P - P * f) * (f * P - P * f) + (f * P - P * f) * (f * P - P * f)
      + (f * (f * P - P * f) - (f * P - P * f) * f) * P
      + P * (f * (f * P - P * f) - (f * P - P * f) * f) := by
    unfold doubleComm
    noncomm_ring
  have hc : f * (Complex.I • g) - (Complex.I • g) * f = 0 := by
    rw [mul_smul_comm, smul_mul_assoc, hg, sub_self]
  have hsq : (Complex.I • g) * (Complex.I • g) = -(g * g) := by
    rw [smul_mul_assoc, mul_smul_comm, smul_smul, Complex.I_mul_I, neg_one_smul]
  rw [key, h, hc, hsq, zero_mul, mul_zero]
  module
```

For the full Hamiltonian, `lin` is linearity of the double commutator in its second argument and `pot` removes the potential. The previous lemma then evaluates each term of the sum over `j`.

```lean
/-- The double commutator of a localization function with the Hamiltonian is minus the sum of
its squared gradients. -/
theorem doubleComm_hamiltonian {f V : A} {P g : κ → A}
    (h : ∀ j, f * P j - P j * f = Complex.I • g j) (hg : ∀ j, f * g j = g j * f)
    (hV : f * V = V * f) : doubleComm f (hamiltonian P V) = -∑ j, g j * g j := by
  have lin : doubleComm f (hamiltonian P V) =
      (1 / 2 : ℂ) • ∑ j, doubleComm f (P j * P j) + doubleComm f V := by
    simp only [doubleComm, hamiltonian, mul_add, add_mul, mul_sub, sub_mul, mul_smul_comm,
      smul_mul_assoc, Finset.mul_sum, Finset.sum_mul, Finset.sum_sub_distrib]
    module
  have pot : doubleComm f V = 0 := by
    unfold doubleComm
    rw [hV, sub_self, mul_zero, zero_mul, sub_self]
  rw [lin, pot, Finset.sum_congr rfl (fun j _ => doubleComm_momentum_sq (h j) (hg j)),
    ← Finset.smul_sum]
  module
```

## From arbitrary weights to a partition

The next theorem is the identity for \(FH+HF\), without the condition \(F=1\). The proof collects both sides into sums over `a` and compares them term by term; `e` is the expansion of the double commutator, rearranged.

```lean
/-- Localization identity for functions whose squares have an arbitrary sum `F`:
`F H + H F = 2 ∑ f_a H f_a - ∑ g_aj²`. -/
theorem localization_without_normalisation {f : ι → A} {P : κ → A} {g : ι → κ → A} {V : A}
    (h : ∀ a j, f a * P j - P j * f a = Complex.I • g a j)
    (hg : ∀ a j, f a * g a j = g a j * f a) (hV : ∀ a, f a * V = V * f a) :
    (∑ a, f a * f a) * hamiltonian P V + hamiltonian P V * (∑ a, f a * f a) =
      (2 : ℂ) • ∑ a, f a * hamiltonian P V * f a - ∑ a, ∑ j, g a j * g a j := by
  rw [Finset.sum_mul, Finset.mul_sum, ← Finset.sum_add_distrib, Finset.smul_sum,
    ← Finset.sum_sub_distrib]
  refine Finset.sum_congr rfl fun a _ => ?_
  have e : f a * f a * hamiltonian P V + hamiltonian P V * (f a * f a) =
      doubleComm (f a) (hamiltonian P V)
      + (f a * hamiltonian P V * f a + f a * hamiltonian P V * f a) := by
    unfold doubleComm
    noncomm_ring
  rw [e, doubleComm_hamiltonian (h a) (hg a) (hV a)]
  module
```

Setting \(F=1\) through `h.sum_sq` and halving gives the localization formula. The hypothesis `h` contains no relation between different `P j`.

```lean
/-- Magnetic localization formula: `H = ∑ f_a H f_a - (1/2) ∑ g_aj²`, for arbitrary commutators
among the kinetic momenta. -/
theorem magnetic_localization {f : ι → A} {P : κ → A} {g : ι → κ → A} {V : A}
    (h : IsMagneticPartition f P g V) :
    hamiltonian P V =
      ∑ a, f a * hamiltonian P V * f a - (1 / 2 : ℂ) • ∑ a, ∑ j, g a j * g a j := by
  have key := localization_without_normalisation h.comm_momentum h.comm_gradient
    h.comm_potential
  rw [h.sum_sq, one_mul, mul_one] at key
  calc hamiltonian P V = (1 / 2 : ℂ) • (hamiltonian P V + hamiltonian P V) := by module
    _ = (1 / 2 : ℂ) • ((2 : ℂ) • ∑ a, f a * hamiltonian P V * f a
          - ∑ a, ∑ j, g a j * g a j) := congrArg (fun x => (1 / 2 : ℂ) • x) key
    _ = _ := by module
```

## A lower bound on the energy

Let \(\omega\) be a linear functional with \(\omega(1)=1\), for instance the expectation value in a normalised state. Suppose that, for real numbers \(E\) and \(C\),

\[
\operatorname{Re}\omega(f_aHf_a)\ge E\,\operatorname{Re}\omega(f_a^2)\ \text{ for all } a,
\qquad
\operatorname{Re}\,\omega\Bigl(\sum_{a,j}g_{aj}^2\Bigr)\le C .
\]

For an expectation value and self-adjoint \(f_a\), the first condition says that the piece \(f_a\psi\) of the state has energy at least \(E\) per unit of its squared norm. Summing over \(a\), where the weights \(\omega(f_a^2)\) add up to one, and applying \(\omega\) to the localization formula gives

\[
\operatorname{Re}\omega(H)\ge E-\tfrac12C .
\]

Both bounds are assumptions; finding \(E\) for a given region is a separate problem. Positivity of \(\omega\) is not needed. In the proof, `split` is the localization formula under \(\omega\), `hW` adds the weights, and `linarith` combines the inequalities.

```lean
/-- Let `ω` be a linear functional with `ω 1 = 1`. If `Re ω(f_a H f_a) ≥ E Re ω(f_a²)` for every `a`
and `Re ω(∑ g_aj²) ≤ C`, then `Re ω(H) ≥ E - C / 2`. -/
theorem energy_lower_bound {f : ι → A} {P : κ → A} {g : ι → κ → A} {V : A}
    (h : IsMagneticPartition f P g V) (ω : A →ₗ[ℂ] ℂ) (hω : ω 1 = 1) {E C : ℝ}
    (hE : ∀ a, E * (ω (f a * f a)).re ≤ (ω (f a * hamiltonian P V * f a)).re)
    (hC : (ω (∑ a, ∑ j, g a j * g a j)).re ≤ C) :
    E - C / 2 ≤ (ω (hamiltonian P V)).re := by
  have half (z : ℂ) : ((1 / 2 : ℂ) * z).re = 1 / 2 * z.re := by
    rw [show (1 / 2 : ℂ) = ((1 / 2 : ℝ) : ℂ) by norm_num, Complex.re_ofReal_mul]
  have split : ω (hamiltonian P V) = ω (∑ a, f a * hamiltonian P V * f a)
      - (1 / 2 : ℂ) * ω (∑ a, ∑ j, g a j * g a j) :=
    (congrArg ω (magnetic_localization h)).trans (by rw [map_sub, map_smul, smul_eq_mul])
  have hre := congrArg Complex.re split
  rw [Complex.sub_re, half] at hre
  have hS : (ω (∑ a, f a * hamiltonian P V * f a)).re =
      ∑ a, (ω (f a * hamiltonian P V * f a)).re := by rw [map_sum, Complex.re_sum]
  -- the weights of the pieces add up to one
  have hW : ∑ a, E * (ω (f a * f a)).re = E := by
    rw [← Finset.mul_sum, ← Complex.re_sum, ← map_sum, h.sum_sq, hω, Complex.one_re, mul_one]
  have hsum := Finset.sum_le_sum (fun a (_ : a ∈ Finset.univ) => hE a)
  linarith
```

## A charged particle on a cylinder

A concrete model with a magnetic field is a particle on a cylinder of unit radius, with angle \(\theta\) and axial coordinate \(y\). A state is a family of polynomials \(\psi_n(y)\), read as the formal series \(\sum_n\psi_n(y)e^{in\theta}\). These states carry no norm; they serve to check the operator relations.

```lean
/-- States on a cylinder: Fourier modes in the angle, polynomials in the axial coordinate. -/
abbrev Cyl := ℤ → ℂ[X]
```

Multiplication by \(e^{-ik\theta}\) moves the coefficient \(\psi_{n+k}\) to position \(n\).

```lean
/-- Shift of the Fourier index by `k`, which is multiplication by `exp (-i k θ)`. -/
def shift (k : ℤ) : Module.End ℂ Cyl where
  toFun ψ n := ψ (n + k)
  map_add' _ _ := rfl
  map_smul' _ _ := rfl
```

The two localization functions are \(\cos\theta\) and \(\sin\theta\), built from the shifts by Euler's formulas.

```lean
/-- Multiplication by `cos θ`. -/
def cosOp : Module.End ℂ Cyl := (1 / 2 : ℂ) • (shift (-1) + shift 1)

/-- Multiplication by `sin θ`. -/
def sinOp : Module.End ℂ Cyl := (-Complex.I / 2) • (shift (-1) - shift 1)
```

The magnetic field has a constant component normal to the surface, of strength \(B\) with the charge absorbed. In the gauge used here the angular component of the kinetic momentum is \(\Pi_\theta=-i\partial_\theta-By\), which acts on mode \(n\) as \(n-By\).

```lean
/-- Angular kinetic momentum `-i ∂_θ - B y`, for a constant field `B` normal to the surface. -/
def piAngle (B : ℝ) : Module.End ℂ Cyl where
  toFun ψ n := (n : ℂ) • ψ n - (B : ℂ) • (X * ψ n)
  map_add' ψ φ := by
    funext n
    simp only [Pi.add_apply, mul_add]
    module
  map_smul' c ψ := by
    funext n
    simp only [Pi.smul_apply, mul_smul_comm, RingHom.id_apply]
    module
```

The axial component \(\Pi_y=-i\partial_y\) contains no vector potential.

```lean
/-- Axial kinetic momentum `-i ∂_y`. -/
def piAxial : Module.End ℂ Cyl where
  toFun ψ n := (-Complex.I) • derivative (ψ n)
  map_add' ψ φ := by
    funext n
    simp only [Pi.add_apply, derivative_add, smul_add]
  map_smul' c ψ := by
    funext n
    simp only [Pi.smul_apply, derivative_smul, RingHom.id_apply]
    module
```

The potential is a quadratic trap along the axis.

```lean
/-- The axial trap potential `y²`. -/
def axialTrap : Module.End ℂ Cyl where
  toFun ψ n := X ^ 2 * ψ n
  map_add' ψ φ := by
    funext n
    simp only [Pi.add_apply, mul_add]
  map_smul' c ψ := by
    funext n
    simp only [Pi.smul_apply, mul_smul_comm, RingHom.id_apply]
```

The axial momentum and the trap act on each Fourier mode in the same way, so they commute with every shift. The following lemma carries this over to \(\cos\theta\) and \(\sin\theta\).

```lean
/-- An operator that commutes with all Fourier shifts commutes with `cos θ` and `sin θ`. -/
theorem trig_commute {T : Module.End ℂ Cyl} (h : ∀ k, shift k * T = T * shift k) :
    cosOp * T = T * cosOp ∧ sinOp * T = T * sinOp := by
  constructor <;> simp only [cosOp, sinOp, smul_mul_assoc, mul_smul_comm, add_mul, mul_add,
    sub_mul, mul_sub, h]
```

The partition condition follows because shifts by \(1\) and \(-1\) are inverse to each other.

```lean
/-- On the cylinder, `cos² θ + sin² θ = 1` as operators. -/
theorem trig_sum_sq : cosOp * cosOp + sinOp * sinOp = 1 := by
  have h1 : shift (-1) * shift 1 = 1 :=
    LinearMap.ext fun ψ => funext fun n => congrArg ψ (show n + -1 + 1 = n by omega)
  have h2 : shift 1 * shift (-1) = 1 :=
    LinearMap.ext fun ψ => funext fun n => congrArg ψ (show n + 1 + -1 = n by omega)
  have hI : (-Complex.I / 2) * (-Complex.I / 2) = -(1 / 4 : ℂ) := by
    linear_combination (1 / 4 : ℂ) * Complex.I_mul_I
  simp only [cosOp, sinOp, smul_mul_assoc, mul_smul_comm, smul_smul, hI]
  simp only [mul_add, add_mul, mul_sub, sub_mul, h1, h2]
  module
```

The gradients come from \([\cos\theta,\Pi_\theta]=-i\sin\theta\) and \([\sin\theta,\Pi_\theta]=i\cos\theta\). In the proof, `hk` is the commutation rule of a shift with \(\Pi_\theta\): the factor \(n\) becomes \(n+k\), which leaves an extra \(k\) times the shift.

```lean
/-- The commutators of `cos θ` and `sin θ` with the angular kinetic momentum are
`-i sin θ` and `i cos θ`. -/
theorem trig_comm_piAngle (B : ℝ) :
    cosOp * piAngle B - piAngle B * cosOp = Complex.I • (-sinOp) ∧
    sinOp * piAngle B - piAngle B * sinOp = Complex.I • cosOp := by
  have hk (k : ℤ) : shift k * piAngle B = piAngle B * shift k + (k : ℂ) • shift k := by
    refine LinearMap.ext fun ψ => funext fun n => ?_
    change ((n + k : ℤ) : ℂ) • ψ (n + k) - (B : ℂ) • (X * ψ (n + k)) =
      ((n : ℂ) • ψ (n + k) - (B : ℂ) • (X * ψ (n + k))) + (k : ℂ) • ψ (n + k)
    push_cast
    module
  have hs : Complex.I • sinOp = (1 / 2 : ℂ) • (shift (-1) - shift 1) := by
    rw [sinOp, smul_smul]
    congr 1
    linear_combination (-1 / 2 : ℂ) * Complex.I_mul_I
  constructor
  · rw [smul_neg, hs]
    simp only [cosOp, smul_mul_assoc, mul_smul_comm, add_mul, mul_add, hk]
    push_cast
    module
  · simp only [sinOp, cosOp, smul_mul_assoc, mul_smul_comm, sub_mul, mul_sub, hk]
    push_cast
    module
```

The last theorem assembles the partition, with gradients \((-\sin\theta,0)\) and \((\cos\theta,0)\), and computes

\[
[\Pi_\theta,\Pi_y]=[-By,-i\partial_y]=-iB .
\]

For \(B\neq0\) the kinetic momenta do not commute, yet the localization formula applies unchanged. The squared gradients add up to \(\sin^2\theta+\cos^2\theta=1\), so the correction in this model is the constant \(-\tfrac12\), whatever the field strength.

```lean
/-- On a cylinder with a constant normal field `B`, `cos θ` and `sin θ` form a magnetic partition
with an axial trap, and the two kinetic momenta have commutator `-i B`. -/
theorem isMagneticPartition_witness (B : ℝ) :
    IsMagneticPartition ![cosOp, sinOp] ![piAngle B, piAxial]
      ![![-sinOp, 0], ![cosOp, 0]] axialTrap ∧
    piAngle B * piAxial - piAxial * piAngle B = (-(Complex.I * B)) • 1 := by
  have hshift (j k : ℤ) : shift j * shift k = shift k * shift j :=
    LinearMap.ext fun ψ => funext fun n => congrArg ψ (show n + j + k = n + k + j by omega)
  have hcs : cosOp * sinOp = sinOp * cosOp :=
    (trig_commute fun k => ((trig_commute fun j => hshift j k).2).symm).1
  have hax := trig_commute (T := piAxial) fun _ => LinearMap.ext fun _ => rfl
  have hV := trig_commute (T := axialTrap) fun _ => LinearMap.ext fun _ => rfl
  have a1 : cosOp * piAxial - piAxial * cosOp = Complex.I • (0 : Module.End ℂ Cyl) := by
    rw [hax.1, sub_self, smul_zero]
  have a2 : sinOp * piAxial - piAxial * sinOp = Complex.I • (0 : Module.End ℂ Cyl) := by
    rw [hax.2, sub_self, smul_zero]
  have neg_comm (R : Type) [Ring R] (a b : R) (h : a * b = b * a) : a * (-b) = (-b) * a := by
    rw [mul_neg, neg_mul, h]
  have g1 : cosOp * (-sinOp) = (-sinOp) * cosOp :=
    neg_comm (Module.End ℂ Cyl) cosOp sinOp hcs
  have z (T : Module.End ℂ Cyl) : T * 0 = 0 * T := by rw [mul_zero, zero_mul]
  refine ⟨⟨?_, ?_, ?_, ?_⟩, ?_⟩
  · rw [Fin.sum_univ_two]
    exact trig_sum_sq
  · exact Fin.forall_fin_two.2 ⟨Fin.forall_fin_two.2 ⟨(trig_comm_piAngle B).1, a1⟩,
      Fin.forall_fin_two.2 ⟨(trig_comm_piAngle B).2, a2⟩⟩
  · exact Fin.forall_fin_two.2 ⟨Fin.forall_fin_two.2 ⟨g1, z cosOp⟩,
      Fin.forall_fin_two.2 ⟨hcs.symm, z sinOp⟩⟩
  · exact Fin.forall_fin_two.2 ⟨hV.1, hV.2⟩
  · -- the field enters through the derivative of the vector potential
    refine LinearMap.ext fun ψ => funext fun n => ?_
    change ((n : ℂ) • ((-Complex.I) • derivative (ψ n))
        - (B : ℂ) • (X * ((-Complex.I) • derivative (ψ n))))
        - (-Complex.I) • derivative ((n : ℂ) • ψ n - (B : ℂ) • (X * ψ n)) =
      (-(Complex.I * B)) • ψ n
    simp only [derivative_sub, derivative_smul, derivative_mul, derivative_X, one_mul,
      mul_smul_comm]
    module

end

end MagneticLocalization
```

```lean
#print axioms MagneticLocalization.magnetic_localization
-- 'MagneticLocalization.magnetic_localization' depends on axioms: [propext, Classical.choice, Quot.sound]
#print axioms MagneticLocalization.energy_lower_bound
-- 'MagneticLocalization.energy_lower_bound' depends on axioms: [propext, Classical.choice, Quot.sound]
```
